# At small wavenumber, a positive third central moment puts the EXAFS phase distance below the mean

For a finite distribution of distances with weights summing to one, the second and third central moments fix the logarithm of the EXAFS disorder factor through third order in the wavenumber k. If the third central moment is positive, the distance read from the phase lies below the mean distance for all sufficiently small k > 0.

In EXAFS analysis this gives the sign of the error in the mean distance when the phase of a distribution with positive third central moment is read as that of a symmetric one, here for a model with a finite set of distances, only the path phase 2kr, and k near zero.

## Distances, weights and the disorder factor

The index i labels the distances r_i and their real weights p_i. The imaginary unit is written I, as in Lean, although the comments in the code call it i.

```lean
import Mathlib

open Filter Topology Asymptotics

namespace EXAFSCumulants

noncomputable section

variable {ι : Type*} [Fintype ι]
```

The type `ι` is any finite set of labels. The mean distance is C1 = ∑ p_i r_i.

```lean
/-- The weighted sum `C1` of the distances `r`; it is their mean when the weights `p` sum to one. -/
def meanDistance (p r : ι → ℝ) : ℝ := ∑ i, p i * r i
```

Write δ_i = r_i − C1. The n-th central moment is Cn = ∑ p_i δ_iⁿ for n = 2, 3.

```lean
/-- The weighted sum of `(r - C1)ⁿ`; it is the `n`-th central moment of the distances `r` when the
weights `p` sum to one. -/
def centralMoment (p r : ι → ℝ) (n : ℕ) : ℝ :=
  ∑ i, p i * (r i - meanDistance p r) ^ n
```

The photoelectron travels to the neighbour and back, so a distance r contributes the phase 2kr. Measured from the mean distance, the averaged wave is the disorder factor

chi(k) = ∑ p_i exp(2Ikδ_i).

It is not the full EXAFS signal: scattering phase shifts, backscattering amplitudes, the mean free path and the 1/r² factor are left out.

```lean
/-- The disorder factor: the sum of `exp (2ik(r - C1))` with weights `p`. -/
def chi (p r : ι → ℝ) (k : ℝ) : ℂ :=
  ∑ i, (p i : ℂ) * Complex.exp (2 * Complex.I * k * ((r i - meanDistance p r : ℝ) : ℂ))
```

The apparent distance is C1 + Im log chi(k)/(2k), with the principal complex logarithm. Near k = 0 the disorder factor of a normalised distribution is close to 1, so this is the branch on which the phase starts from zero.

```lean
/-- The distance read off from the phase at wavenumber `k`: `C1 + Im log chi / (2k)`. -/
def apparentDistance (p r : ι → ℝ) (k : ℝ) : ℝ :=
  meanDistance p r + (Complex.log (chi p r k)).im / (2 * k)
```

The condition `hp : ∑ i, p i = 1` says that the weights sum to one, which makes the weighted sums above means. Weights that are also non-negative are fractions of the bonds, but the general results (a) and (c) to (g) do not assume this. In (i) the bounds on a make both weights positive.

## (a) Splitting off the wave of the mean distance

Show that the averaged signal factorises:

∑ p_i exp(2Ikr_i) = exp(2IkC1) chi(k).

Since r_i = C1 + δ_i, each exponential is exp(2IkC1) exp(2Ikδ_i). The first factor does not depend on i and comes out of the sum. Normalisation is not needed.

Lean makes the same comparison term by term, with `Complex.exp_add` joining the two exponentials.

```lean
/-- For any real weights, the weighted sum of `exp (2ikr)` is `exp (2ikC1)` times the disorder
factor. -/
theorem signal_factorization (p r : ι → ℝ) (k : ℝ) :
    ∑ i, (p i : ℂ) * Complex.exp (2 * Complex.I * k * (r i : ℂ)) =
      Complex.exp (2 * Complex.I * k * (meanDistance p r : ℂ)) * chi p r k := by
  rw [chi, Finset.mul_sum]
  refine Finset.sum_congr rfl fun i _ => ?_
  rw [mul_left_comm, ← Complex.exp_add]
  congr 2
  push_cast
  ring
```

## (b) The error of the cubic Taylor polynomial

Show that for complex z with |z| ≤ 1,

|exp z − (1 + z + z²/2 + z³/6)| ≤ |z|⁴.

The remainder is the series of z^m/m! from m = 4 onwards. As |z| ≤ 1, its modulus is at most |z|⁴ ∑_{m≥4} 1/m! = |z|⁴(e − 8/3), and e − 8/3 < 1.

Lean takes the tail estimate from `Complex.exp_bound` at `n := 4` and checks that its numerical constant is at most 1.

```lean
/-- In the unit disc the exponential differs from its cubic Taylor polynomial by at most
the fourth power of the modulus. -/
theorem exp_cubic_bound (z : ℂ) (hz : ‖z‖ ≤ 1) :
    ‖Complex.exp z - (1 + z + z ^ 2 / 2 + z ^ 3 / 6)‖ ≤ ‖z‖ ^ 4 := by
  have h := Complex.exp_bound hz (n := 4) (by norm_num)
  have e : ∑ m ∈ Finset.range 4, z ^ m / (m.factorial : ℂ)
      = 1 + z + z ^ 2 / 2 + z ^ 3 / 6 := by
    norm_num [Finset.sum_range_succ, Nat.factorial]
  rw [e] at h
  refine h.trans (mul_le_of_le_one_right (by positivity) ?_)
  norm_num [Nat.factorial]
```

## (c) Averaging the exponential

For normalised weights, show that as k → 0

chi(k) = 1 − 2k²C2 − (4/3)Ik³C3 + O(k⁴).

Put z = 2Ikδ_i in (b). Then z²/2 = −2k²δ_i² and z³/6 = −(4/3)Ik³δ_i³. The linear term averages to zero, because

∑ p_i δ_i = C1 − C1 ∑ p_i = 0.

Once every |2kδ_i| ≤ 1, the total error is at most 16k⁴ ∑ |p_i| δ_i⁴, which is O(k⁴).

In Lean, `=O[𝓝 0]` expresses a bound by a constant times k⁴ in some neighbourhood of zero. The step `term` bounds the error for one distance, `IsBigO.sum` adds the errors, and `h1r` removes the linear term. The final `linear_combination` uses I² = −1.

```lean
/-- Expansion of the disorder factor through third order in the wavenumber. -/
theorem chi_expansion (p r : ι → ℝ) (hp : ∑ i, p i = 1) :
    (fun k : ℝ => chi p r k - (1 + (-2 * (k : ℂ) ^ 2 * centralMoment p r 2
      - 4 / 3 * Complex.I * (k : ℂ) ^ 3 * centralMoment p r 3)))
      =O[𝓝 0] fun k : ℝ => k ^ 4 := by
  have h0 : ∑ i, (p i : ℂ) = 1 := by exact_mod_cast hp
  -- the first central moment vanishes
  have h1r : ∑ i, p i * (r i - meanDistance p r) = 0 := by
    simp only [mul_sub, Finset.sum_sub_distrib, ← Finset.sum_mul, hp, one_mul]
    exact sub_self _
  have h1 : ∑ i, (p i : ℂ) * ((r i - meanDistance p r : ℝ) : ℂ) = 0 := by
    exact_mod_cast h1r
  have hm : ∀ n : ℕ, ∑ i, (p i : ℂ) * ((r i - meanDistance p r : ℝ) : ℂ) ^ n
      = (centralMoment p r n : ℂ) := fun n => by
    simp only [centralMoment, Complex.ofReal_sum, Complex.ofReal_mul, Complex.ofReal_pow]
  -- each distance contributes a quartic Taylor error
  have term : ∀ x : ℝ, (fun k : ℝ => Complex.exp (2 * Complex.I * k * (x : ℂ)) -
      (1 + 2 * Complex.I * k * (x : ℂ) + (2 * Complex.I * k * (x : ℂ)) ^ 2 / 2
        + (2 * Complex.I * k * (x : ℂ)) ^ 3 / 6)) =O[𝓝 0] fun k : ℝ => k ^ 4 := by
    intro x
    have hc : Continuous fun k : ℝ => ‖2 * Complex.I * (k : ℂ) * (x : ℂ)‖ := by fun_prop
    have ht := hc.tendsto' 0 0 (by simp)
    refine IsBigO.of_bound ((2 * |x|) ^ 4) ?_
    filter_upwards [ht.eventually_lt_const (by norm_num : (0 : ℝ) < 1)] with k hk
    refine (exp_cubic_bound _ hk.le).trans (le_of_eq ?_)
    have hn : ‖2 * Complex.I * (k : ℂ) * (x : ℂ)‖ = 2 * |k| * |x| := by simp
    rw [hn, norm_pow, Real.norm_eq_abs]
    ring
  have total := IsBigO.sum (s := Finset.univ) fun i _ =>
    (term (r i - meanDistance p r)).const_mul_left (p i : ℂ)
  refine total.congr_left fun k => ?_
  have hs : ∑ i, (p i : ℂ) * (1 + 2 * Complex.I * k * ((r i - meanDistance p r : ℝ) : ℂ)
      + (2 * Complex.I * k * ((r i - meanDistance p r : ℝ) : ℂ)) ^ 2 / 2
      + (2 * Complex.I * k * ((r i - meanDistance p r : ℝ) : ℂ)) ^ 3 / 6)
      = ∑ i, (p i : ℂ)
        + 2 * Complex.I * k * ∑ i, (p i : ℂ) * ((r i - meanDistance p r : ℝ) : ℂ)
        + (2 * Complex.I * k) ^ 2 / 2 *
          ∑ i, (p i : ℂ) * ((r i - meanDistance p r : ℝ) : ℂ) ^ 2
        + (2 * Complex.I * k) ^ 3 / 6 *
          ∑ i, (p i : ℂ) * ((r i - meanDistance p r : ℝ) : ℂ) ^ 3 := by
    simp only [Finset.mul_sum, ← Finset.sum_add_distrib]
    exact Finset.sum_congr rfl fun i _ => by ring
  rw [h0, h1, hm, hm] at hs
  simp only [Finset.sum_apply, mul_sub, Finset.sum_sub_distrib]
  rw [hs, chi]
  linear_combination (-2 * (k : ℂ) ^ 2 * centralMoment p r 2
    - 4 / 3 * Complex.I * (k : ℂ) ^ 3 * centralMoment p r 3) * Complex.I_sq
```

## (d) Taking the logarithm

Under the same normalisation, show that

log chi(k) = −2k²C2 − (4/3)Ik³C3 + O(k⁴).

Let w = chi(k) − 1. By (c), w = O(k²), so |w| < 1/2 for small k. The logarithm series then gives

|log(1 + w) − w| ≤ |w|²/(2(1 − |w|)) ≤ |w|² = O(k⁴).

Replacing log chi by w therefore costs only a quartic error, and (c) supplies w.

Normalisation matters here. For a single distance r = 1 with weight 2, the definitions give C1 = 2 and chi(k) = 2 exp(−2Ik). Its logarithm tends to ln 2 as k → 0, whereas the right-hand side tends to zero.

In the code, `hw` is the quadratic bound on w, `hlog` compares the logarithm with w, and the last line adds the two quartic errors.

```lean
/-- Cumulant expansion: `log chi = -2k²C2 - (4/3)ik³C3 + O(k⁴)` as `k` tends to zero. -/
theorem log_chi_expansion (p r : ι → ℝ) (hp : ∑ i, p i = 1) :
    (fun k : ℝ => Complex.log (chi p r k) - (-2 * (k : ℂ) ^ 2 * centralMoment p r 2
      - 4 / 3 * Complex.I * (k : ℂ) ^ 3 * centralMoment p r 3))
      =O[𝓝 0] fun k : ℝ => k ^ 4 := by
  have hexp := chi_expansion p r hp
  have h42 : (fun k : ℝ => k ^ 4) =O[𝓝 0] fun k : ℝ => k ^ 2 :=
    ((isBigO_refl (fun k : ℝ => k ^ 2) (𝓝 0)).mul
      (((continuous_pow 2).tendsto (0 : ℝ)).isBigO_one ℝ)).congr
      (fun k => by show k ^ 2 * k ^ 2 = k ^ 4; ring)
      (fun k => by show k ^ 2 * 1 = k ^ 2; ring)
  have hsq : (fun k : ℝ => (k : ℂ) ^ 2) =O[𝓝 0] fun k : ℝ => k ^ 2 :=
    IsBigO.of_bound 1 (Eventually.of_forall fun k => by simp)
  have hg : Continuous fun k : ℝ => -2 * (centralMoment p r 2 : ℂ)
      - 4 / 3 * Complex.I * (k : ℂ) * centralMoment p r 3 := by fun_prop
  have hq := (hsq.mul ((hg.tendsto 0).isBigO_one ℝ)).congr_right
    (g₂ := fun k : ℝ => k ^ 2) (fun k => by show k ^ 2 * 1 = k ^ 2; ring)
  -- the deviation of chi from one is quadratic in k
  have hw : (fun k : ℝ => chi p r k - 1) =O[𝓝 0] fun k : ℝ => k ^ 2 :=
    ((hexp.trans h42).add hq).congr_left fun k => by ring
  have hw0 : Tendsto (fun k : ℝ => chi p r k - 1) (𝓝 0) (𝓝 0) :=
    hw.trans_tendsto ((continuous_pow 2).tendsto' (0 : ℝ) 0 (by norm_num))
  have hn : Tendsto (fun k : ℝ => ‖chi p r k - 1‖) (𝓝 0) (𝓝 0) := by
    simpa only [norm_zero] using hw0.norm
  -- hence log chi and chi - 1 agree up to fourth order
  have hlog : (fun k : ℝ => Complex.log (chi p r k) - (chi p r k - 1))
      =O[𝓝 0] fun k : ℝ => (chi p r k - 1) ^ 2 := by
    refine IsBigO.of_bound 1 ?_
    filter_upwards [hn.eventually_lt_const (by norm_num : (0 : ℝ) < 1 / 2)] with k hk
    have h := Complex.norm_log_one_add_sub_self_le (z := chi p r k - 1) (by linarith)
    rw [add_sub_cancel] at h
    have hi : (1 - ‖chi p r k - 1‖)⁻¹ ≤ 2 :=
      inv_le_of_inv_le₀ (by norm_num) (by linarith)
    have hm := mul_le_mul_of_nonneg_left hi (sq_nonneg ‖chi p r k - 1‖)
    rw [norm_pow]
    linarith
  have hlog4 := hlog.trans ((hw.pow 2).congr_right
    (g₂ := fun k : ℝ => k ^ 4) fun k => by ring)
  exact (hlog4.add hexp).congr_left fun k => by ring
```

## (e) Separating amplitude and phase

Show that

ln |chi(k)| = −2k²C2 + O(k⁴),

Im log chi(k) = −(4/3)k³C3 + O(k⁴),

again for weights that sum to one.

The real part of log chi is ln |chi|. Since C2 and C3 are real, the real and imaginary parts of (d) separate the two terms. Each part of the error is no larger in modulus than the complex error itself, so both remain O(k⁴).

The Lean statement is a conjunction of these two estimates, with the leading terms moved to the left. `Complex.abs_re_le_norm` and `Complex.abs_im_le_norm` carry the error bound over.

```lean
/-- The log-amplitude is `-2k²C2 + O(k⁴)` and the phase is `-(4/3)k³C3 + O(k⁴)`. -/
theorem amplitude_and_phase (p r : ι → ℝ) (hp : ∑ i, p i = 1) :
    ((fun k : ℝ => Real.log ‖chi p r k‖ + 2 * k ^ 2 * centralMoment p r 2)
      =O[𝓝 0] fun k : ℝ => k ^ 4) ∧
    ((fun k : ℝ => (Complex.log (chi p r k)).im + 4 / 3 * k ^ 3 * centralMoment p r 3)
      =O[𝓝 0] fun k : ℝ => k ^ 4) := by
  have h := log_chi_expansion p r hp
  have e : ∀ k : ℝ, (-2 * (k : ℂ) ^ 2 * centralMoment p r 2
      - 4 / 3 * Complex.I * (k : ℂ) ^ 3 * centralMoment p r 3)
      = ((-2 * k ^ 2 * centralMoment p r 2 : ℝ) : ℂ)
        + ((-(4 / 3) * k ^ 3 * centralMoment p r 3 : ℝ) : ℂ) * Complex.I := fun k => by
    push_cast
    ring
  simp only [e] at h
  constructor
  · refine (IsBigO.of_bound 1 (Eventually.of_forall fun k => ?_)).trans h
    rw [one_mul, Real.norm_eq_abs]
    refine le_trans (le_of_eq ?_) (Complex.abs_re_le_norm _)
    congr 1
    simp only [Complex.sub_re, Complex.add_re, Complex.mul_re, Complex.ofReal_re,
      Complex.ofReal_im, Complex.I_re, Complex.I_im, Complex.log_re]
    ring
  · refine (IsBigO.of_bound 1 (Eventually.of_forall fun k => ?_)).trans h
    rw [one_mul, Real.norm_eq_abs]
    refine le_trans (le_of_eq ?_) (Complex.abs_im_le_norm _)
    congr 1
    simp only [Complex.sub_im, Complex.add_im, Complex.mul_im, Complex.ofReal_re,
      Complex.ofReal_im, Complex.I_re, Complex.I_im]
    ring
```

## (f) From phase to apparent distance

For normalised weights, show that as k → 0 with k ≠ 0,

C1 + Im log chi(k)/(2k) = C1 − (2/3)k²C3 + O(k³).

Divide the phase in (e) by 2k: the cubic term becomes −(2/3)k²C3 and the error bound O(k⁴) becomes O(k³). This bound is not sharp: chi(−k) is the complex conjugate of chi(k), so the phase is odd in k near zero and has no k⁴ term. For a single distance with weight 1, chi(k) = 1 and C3 = 0, so the apparent distance is exactly C1.

The punctured neighbourhood `𝓝[≠] 0` excludes k = 0, where the division has no physical meaning. Lean takes the constant `c` from the phase bound and obtains `c / 2` after the division.

```lean
/-- The apparent distance is `C1 - (2/3)k²C3 + O(k³)` as `k` tends to zero, `k ≠ 0`. -/
theorem apparentDistance_expansion (p r : ι → ℝ) (hp : ∑ i, p i = 1) :
    (fun k : ℝ => apparentDistance p r k
      - (meanDistance p r - 2 / 3 * k ^ 2 * centralMoment p r 3))
      =O[𝓝[≠] 0] fun k : ℝ => k ^ 3 := by
  obtain ⟨c, hc⟩ := (amplitude_and_phase p r hp).2.bound
  refine IsBigO.of_bound (c / 2) ?_
  filter_upwards [hc.filter_mono nhdsWithin_le_nhds, self_mem_nhdsWithin] with k h hk
  have hk0 : k ≠ 0 := hk
  have e : apparentDistance p r k
      - (meanDistance p r - 2 / 3 * k ^ 2 * centralMoment p r 3)
      = ((Complex.log (chi p r k)).im + 4 / 3 * k ^ 3 * centralMoment p r 3) / (2 * k) := by
    have e1 : 4 / 3 * k ^ 3 * centralMoment p r 3 / (2 * k)
        = 2 / 3 * k ^ 2 * centralMoment p r 3 := by
      rw [div_eq_iff (by positivity)]
      ring
    rw [apparentDistance, add_div, e1]
    ring
  have h2 : ‖2 * k‖ = 2 * ‖k‖ := by simp
  rw [e, norm_div, h2, div_le_iff₀ (by positivity)]
  refine h.trans (le_of_eq ?_)
  rw [norm_pow, norm_pow]
  ring
```

## (g) The sign of the distance error

For normalised weights and C3 > 0, show that for all sufficiently small k > 0

C1 + Im log chi(k)/(2k) < C1.

By (e) there is a constant c such that, for small k > 0,

Im log chi(k) ≤ −(4/3)k³C3 + ck⁴ = k³(ck − (4/3)C3).

The bracket is negative once ck < (4/3)C3. The phase is then negative, and so is its quotient by 2k.

The expression `∀ᶠ k in 𝓝[>] (0 : ℝ)` means that the inequality holds on some interval 0 < k < k₀. The theorem gives no value for k₀, so it does not decide whether a given measured range lies inside it. `hneg` is the sign of the product above, and `him` is the resulting sign of the phase.

```lean
/-- If the third central moment is positive, the apparent distance is below the mean
distance for all sufficiently small positive wavenumbers. -/
theorem apparentDistance_lt_mean (p r : ι → ℝ) (hp : ∑ i, p i = 1)
    (h3 : 0 < centralMoment p r 3) :
    ∀ᶠ k in 𝓝[>] (0 : ℝ), apparentDistance p r k < meanDistance p r := by
  obtain ⟨c, hc⟩ := (amplitude_and_phase p r hp).2.bound
  have hcont : Continuous fun k : ℝ => c * k := by fun_prop
  have hsmall := (hcont.tendsto' 0 0 (by simp)).eventually_lt_const
    (by positivity : 0 < 4 / 3 * centralMoment p r 3)
  filter_upwards [hc.filter_mono nhdsWithin_le_nhds,
    hsmall.filter_mono nhdsWithin_le_nhds, self_mem_nhdsWithin] with k h hs hk
  have hk0 : 0 < k := hk
  -- the cubic phase dominates the quartic error
  have hneg : k ^ 3 * (c * k - 4 / 3 * centralMoment p r 3) < 0 :=
    mul_neg_of_pos_of_neg (pow_pos hk0 3) (by linarith)
  rw [Real.norm_eq_abs, Real.norm_eq_abs, abs_of_pos (pow_pos hk0 4)] at h
  have hle := (le_abs_self _).trans h
  have him : (Complex.log (chi p r k)).im < 0 := by nlinarith
  have hdiv := div_neg_of_neg_of_pos him (by positivity : 0 < 2 * k)
  rw [apparentDistance]
  linarith
```

## (h) The third moment of two distances

Let the distances R and R + d have weights 1 − a and a. Show that

C3 = a(1 − a)(1 − 2a)d³.

The mean is R + ad, so the deviations are −ad and (1 − a)d. Hence

C3 = −(1 − a)a³d³ + a(1 − a)³d³ = a(1 − a)[(1 − a)² − a²]d³,

and the square bracket equals 1 − 2a.

The lists `![1 - a, a]` and `![R, R + d]` hold the weights and distances in matching order. Lean expands the two-term sums and finishes with `ring`.

```lean
/-- Two distances `R` and `R + d` with weights `1 - a` and `a` have third central moment
`a(1 - a)(1 - 2a)d³`. -/
theorem twoShell_thirdMoment (a R d : ℝ) :
    centralMoment ![1 - a, a] ![R, R + d] 3 = a * (1 - a) * (1 - 2 * a) * d ^ 3 := by
  simp [centralMoment, meanDistance, Fin.sum_univ_two]
  ring
```

## (i) A minority of longer bonds

For 0 < a < 1/2 and d > 0, show that for all sufficiently small k > 0

C1 + Im log chi(k)/(2k) < R + ad.

Every factor of C3 in (h) is positive, the weights sum to one, and C1 = R + ad. The inequality is therefore a case of (g).

At a = 1/2 the strict inequality fails. The deviations are then ±d/2 with equal weights, so chi(k) = cos(kd). This is real and positive for small k, its phase is zero, and the apparent distance equals the mean.

Lean proves the value of the mean as `hmean`, then applies `apparentDistance_lt_mean` with the moment from (h).

```lean
/-- If a minority `a < 1/2` of the bonds is longer by `d`, the apparent distance is below
the mean distance `R + ad` for all sufficiently small positive wavenumbers. -/
theorem twoShell_apparentDistance_lt (a R d : ℝ) (ha : 0 < a) (ha' : a < 1 / 2)
    (hd : 0 < d) :
    ∀ᶠ k in 𝓝[>] (0 : ℝ), apparentDistance ![1 - a, a] ![R, R + d] k < R + a * d := by
  have hmean : meanDistance ![1 - a, a] ![R, R + d] = R + a * d := by
    simp [meanDistance, Fin.sum_univ_two]
    ring
  rw [← hmean]
  refine apparentDistance_lt_mean _ _ (by simp [Fin.sum_univ_two]) ?_
  rw [twoShell_thirdMoment]
  exact mul_pos (mul_pos (mul_pos ha (by linarith)) (by linarith)) (pow_pos hd 3)

end

end EXAFSCumulants
```

```lean
#print axioms EXAFSCumulants.signal_factorization
#print axioms EXAFSCumulants.apparentDistance_expansion
#print axioms EXAFSCumulants.apparentDistance_lt_mean
#print axioms EXAFSCumulants.twoShell_apparentDistance_lt
```

```
'EXAFSCumulants.signal_factorization' depends on axioms: [propext, Classical.choice, Quot.sound]
'EXAFSCumulants.apparentDistance_expansion' depends on axioms: [propext, Classical.choice, Quot.sound]
'EXAFSCumulants.apparentDistance_lt_mean' depends on axioms: [propext, Classical.choice, Quot.sound]
'EXAFSCumulants.twoShell_apparentDistance_lt' depends on axioms: [propext, Classical.choice, Quot.sound]
```
